# Irreducibility of a finite group's unitary representation as a sum rule for squared overlaps

Whether the states of a degenerate level contain a smaller nonzero subspace that is closed under the symmetry is a question of irreducibility, and we pose it for a finite group \(G\) acting by unitary operators \(D(g)\) on a complex inner-product space \(V\). Unitarity is built into the type `D : G →* (V ≃ₗᵢ[ℂ] V)`: \(D\) is a homomorphism into the linear, norm-preserving bijections of \(V\). This leaves out antiunitary operations such as time reversal. That the symmetries of a given Hamiltonian act on its level in this way must be supplied separately.

For \(V\neq0\) of finite dimension \(n\), the representation \(D\) is irreducible, with no invariant subspace except \(0\) and \(V\), exactly when, for all \(x,v\in V\),
\[
\sum_{g\in G}|\langle x,D(g)v\rangle|^2=\frac{|G|}{n}\,\|x\|^2\|v\|^2 .
\]

```lean
import Mathlib

open Module

namespace OrbitOverlapCriterion

noncomputable section

variable {G V : Type*} [Group G] [Fintype G]
  [NormedAddCommGroup V] [InnerProductSpace ℂ V]
```

Irreducible means that a subspace \(W\) with \(D(g)W\subseteq W\) for all \(g\) is either \(0\) (`⊥`) or \(V\) (`⊤`). Unlike the usual textbook definition, this one also admits \(V=0\); the main theorem excludes that case by `Nontrivial V`.

```lean
/-- The unitary representation `D` leaves no subspace invariant except zero and the
whole space. -/
def IsIrreducible (D : G →* (V ≃ₗᵢ[ℂ] V)) : Prop :=
  ∀ W : Submodule ℂ V, (∀ g, ∀ w ∈ W, D g w ∈ W) → W = ⊥ ∨ W = ⊤
```

## Transition weight and orbit operator

Call the left-hand sum the transition weight \(w(x,v)\). The vectors need not be normalised; for unit vectors each term is a transition probability.

```lean
/-- The transition weight: the squared overlaps of `x` with all symmetry images
`D g v` of `v`, summed over the group. -/
def transitionWeight (D : G →* (V ≃ₗᵢ[ℂ] V)) (x v : V) : ℝ :=
  ∑ g, ‖inner ℂ x (D g v)‖ ^ 2
```

The same symmetry images of \(v\) define an operator,
\[
S_v x=\sum_g\langle D(g)v,x\rangle\,D(g)v .
\]
The inner product is linear in its second argument, so \(S_v\) is linear.

```lean
/-- The orbit operator `∑ g, |D g v⟩⟨D g v|`, built from all symmetry images of `v`. -/
def orbitOperator (D : G →* (V ≃ₗᵢ[ℂ] V)) (v : V) : V →ₗ[ℂ] V where
  toFun x := ∑ g, (inner ℂ (D g v) x) • D g v
  map_add' x y := by
    simp only [inner_add_right, add_smul, Finset.sum_add_distrib]
  map_smul' c x := by
    simp only [inner_smul_right, mul_smul, Finset.smul_sum, RingHom.id_apply]
```

It commutes with each \(D(h)\). Relabelling the sum by \(g\mapsto hg\) and using unitarity,
\[
S_vD(h)x=\sum_g\langle D(h)D(g)v,D(h)x\rangle D(h)D(g)v
=D(h)\sum_g\langle D(g)v,x\rangle D(g)v=D(h)S_vx .
\]
In the code, `Equiv.mulLeft h` does the relabelling and `inner_map_map` removes \(D(h)\) from the inner product.

```lean
/-- The orbit operator commutes with every symmetry operation. -/
theorem orbitOperator_commute (D : G →* (V ≃ₗᵢ[ℂ] V)) (v : V) (h : G) (x : V) :
    orbitOperator D v (D h x) = D h (orbitOperator D v x) := by
  change ∑ g, (inner ℂ (D g v) (D h x)) • D g v
    = D h (∑ g, (inner ℂ (D g v) x) • D g v)
  rw [map_sum]
  -- relabel the group elements by `g ↦ h * g`
  refine (Equiv.sum_comp (Equiv.mulLeft h)
    (fun g => (inner ℂ (D g v) (D h x)) • D g v)).symm.trans ?_
  refine Finset.sum_congr rfl fun g _ => ?_
  have hg : D (h * g) v = D h (D g v) := by
    rw [map_mul]
    rfl
  change (inner ℂ (D (h * g) v) (D h x)) • D (h * g) v = _
  rw [hg, LinearIsometryEquiv.inner_map_map, map_smul]
```

Its diagonal matrix element \(\langle x,S_vx\rangle\) is the transition weight:
\[
\langle x,S_vx\rangle=\sum_g\langle D(g)v,x\rangle\langle x,D(g)v\rangle=w(x,v).
\]

```lean
/-- The inner product of `x` with the orbit operator of `v` applied to `x` is the transition weight
of `x` and `v`. -/
theorem inner_orbitOperator (D : G →* (V ≃ₗᵢ[ℂ] V)) (x v : V) :
    inner ℂ x (orbitOperator D v x) = (transitionWeight D x v : ℂ) := by
  change inner ℂ x (∑ g, (inner ℂ (D g v) x) • D g v) = _
  rw [inner_sum, transitionWeight, Complex.ofReal_sum]
  refine Finset.sum_congr rfl fun g _ => ?_
  rw [inner_smul_right, ← inner_conj_symm (𝕜 := ℂ) (D g v) x, mul_comm,
    Complex.mul_conj, Complex.normSq_eq_norm_sq]
```

## The constant from an orthonormal basis

For an orthonormal basis \(b_i\), exchange the sums and apply Parseval's identity to each \(D(g)v\):
\[
\sum_i w(b_i,v)=\sum_g\|D(g)v\|^2=|G|\,\|v\|^2 .
\]
Irreducibility is not used here.

```lean
/-- Sum rule for any unitary representation: over an orthonormal basis the transition
weights of `v` add up to the group order times the squared norm of `v`. -/
theorem sum_transitionWeight {ι : Type*} [Fintype ι] (D : G →* (V ≃ₗᵢ[ℂ] V))
    (b : OrthonormalBasis ι ℂ V) (v : V) :
    ∑ i, transitionWeight D (b i) v = Fintype.card G * ‖v‖ ^ 2 := by
  unfold transitionWeight
  rw [Finset.sum_comm]
  have h : ∀ g, ∑ i, ‖inner ℂ (b i) (D g v)‖ ^ 2 = ‖v‖ ^ 2 := by
    intro g
    rw [b.sum_sq_norm_inner_right, LinearIsometryEquiv.norm_map]
  simp only [h, Finset.sum_const, Finset.card_univ, nsmul_eq_mul]
```

Suppose now that, for a fixed \(v\), \(w(x,v)=c\|x\|^2\) for every \(x\). Each of the \(n\) basis vectors contributes \(c\), so \(nc=|G|\|v\|^2\). Lean writes \(n\) as `finrank ℂ V`.

```lean
variable [FiniteDimensional ℂ V]

/-- If the transition weight of `v` is `c` times the squared norm of `x` for every `x`,
then the dimension times `c` is the group order times the squared norm of `v`. -/
theorem isotropy_constant (D : G →* (V ≃ₗᵢ[ℂ] V)) (v : V) (c : ℝ)
    (h : ∀ x, transitionWeight D x v = c * ‖x‖ ^ 2) :
    (finrank ℂ V : ℝ) * c = Fintype.card G * ‖v‖ ^ 2 := by
  have hs := sum_transitionWeight D (stdOrthonormalBasis ℂ V) v
  have hb : ∀ i, ‖stdOrthonormalBasis ℂ V i‖ = 1 :=
    fun i => (stdOrthonormalBasis ℂ V).orthonormal.1 i
  simpa only [h, hb, one_pow, mul_one, Finset.sum_const, Finset.card_univ,
    Fintype.card_fin, nsmul_eq_mul] using hs
```

## Irreducibility makes the weight isotropic

Since \(V\) is complex, nonzero and finite-dimensional, \(S_v\) has an eigenvalue \(\mu\). If \(S_vy=\mu y\), then
\[
S_vD(g)y=D(g)S_vy=\mu D(g)y ,
\]
so the eigenspace is invariant. It is not zero, hence it is all of \(V\), and \(S_v=\mu\). Therefore \(w(x,v)=\mu\|x\|^2\), and the previous step gives \(\mu=|G|\|v\|^2/n\). The code works with `μ.re`, because the weight is a real number.

```lean
/-- In an irreducible representation on a nonzero finite-dimensional space, the transition weight of
`x` and `v` is `(card G / n) ‖x‖² ‖v‖²`, where `n` is the dimension. -/
theorem transitionWeight_of_irreducible [Nontrivial V] (D : G →* (V ≃ₗᵢ[ℂ] V))
    (hD : IsIrreducible D) (x v : V) :
    transitionWeight D x v
      = Fintype.card G / finrank ℂ V * ‖x‖ ^ 2 * ‖v‖ ^ 2 := by
  -- an eigenspace of the orbit operator is invariant, hence the whole space
  obtain ⟨μ, hμ⟩ := Module.End.exists_eigenvalue (orbitOperator D v)
  have hinv : ∀ g, ∀ w ∈ Module.End.eigenspace (orbitOperator D v) μ,
      D g w ∈ Module.End.eigenspace (orbitOperator D v) μ := by
    intro g w hw
    rw [Module.End.mem_eigenspace_iff] at hw ⊢
    rw [orbitOperator_commute, hw, map_smul]
  have htop := (hD _ hinv).resolve_left hμ
  have hS : ∀ y, orbitOperator D v y = μ • y := fun y =>
    Module.End.mem_eigenspace_iff.mp (by rw [htop]; exact Submodule.mem_top)
  -- so the weight is isotropic in its first argument
  have key : ∀ y, transitionWeight D y v = μ.re * ‖y‖ ^ 2 := by
    intro y
    have hy : inner ℂ y y = ((‖y‖ ^ 2 : ℝ) : ℂ) :=
      (inner_self_eq_norm_sq_to_K y).trans (Complex.ofReal_pow _ _).symm
    have h := inner_orbitOperator D y v
    rw [hS, inner_smul_right, hy] at h
    have h' := congrArg Complex.re h
    rw [Complex.re_mul_ofReal, Complex.ofReal_re] at h'
    exact h'.symm
  -- and the sum rule fixes the constant
  have hc := isotropy_constant D v μ.re key
  have hn : (finrank ℂ V : ℝ) ≠ 0 := by
    exact_mod_cast (finrank_pos (R := ℂ) (M := V)).ne'
  have hμre : μ.re = Fintype.card G * ‖v‖ ^ 2 / finrank ℂ V := by
    rw [eq_div_iff hn]
    linear_combination hc
  rw [key x, hμre]
  ring
```

## Vanishing matrix elements reveal an invariant subspace

If \(D\) is irreducible and \(x,v\neq0\), the formula makes \(w(x,v)\) positive, so some \(\langle x,D(g)v\rangle\) is nonzero.

Conversely, assume that every nonzero pair is connected in this way. Let \(W\neq0\) be invariant, take \(0\neq v\in W\), and let \(x\perp W\). Every \(D(g)v\) lies in \(W\), so every \(\langle x,D(g)v\rangle\) vanishes and \(x=0\). Thus \(W^\perp=0\) and \(W=V\).

```lean
/-- A unitary representation on a finite-dimensional space is irreducible exactly when
any two nonzero vectors are connected by a nonvanishing matrix element of some group
element. -/
theorem irreducible_iff_connected (D : G →* (V ≃ₗᵢ[ℂ] V)) :
    IsIrreducible D ↔
      ∀ x v : V, x ≠ 0 → v ≠ 0 → ∃ g, inner ℂ x (D g v) ≠ 0 := by
  constructor
  · intro hD x v hx hv
    by_contra hcon
    have h0 : ∀ g, inner ℂ x (D g v) = 0 := fun g =>
      by_contra fun hg => hcon ⟨g, hg⟩
    have : Nontrivial V := ⟨x, 0, hx⟩
    have hw := transitionWeight_of_irreducible D hD x v
    have hz : transitionWeight D x v = 0 := by
      simp [transitionWeight, h0]
    have hG : (0 : ℝ) < Fintype.card G := by exact_mod_cast Fintype.card_pos
    have hn : (0 : ℝ) < finrank ℂ V := by
      exact_mod_cast (finrank_pos (R := ℂ) (M := V))
    have hx' := norm_pos_iff.mpr hx
    have hv' := norm_pos_iff.mpr hv
    have hpos : 0 < (Fintype.card G : ℝ) / finrank ℂ V * ‖x‖ ^ 2 * ‖v‖ ^ 2 := by
      positivity
    linarith
  · intro h W hW
    by_cases hb : W = ⊥
    · exact Or.inl hb
    · right
      obtain ⟨v, hv, hv0⟩ := Submodule.exists_mem_ne_zero_of_ne_bot hb
      -- nothing nonzero is orthogonal to `W`, which contains the orbit of `v`
      rw [← Submodule.orthogonal_eq_bot_iff, Submodule.eq_bot_iff]
      intro x hx
      by_contra hx0
      obtain ⟨g, hg⟩ := h x v hx0 hv0
      exact hg ((Submodule.mem_orthogonal' W x).1 hx _ (hW g v hv))
```

The constant need not be known beforehand. Let \(w(x,v)=c\|x\|^2\|v\|^2\) for all \(x,v\). If some nonzero pair were unconnected, \(c\) would be zero; but the basis sum gives \(nc\|v\|^2=|G|\|v\|^2\neq0\). So every nonzero pair is connected, and \(D\) is irreducible.

```lean
/-- A unitary representation on a nonzero finite-dimensional space is irreducible exactly
when the transition weight is one constant times the squared norms of both vectors. -/
theorem irreducible_iff_isotropic [Nontrivial V] (D : G →* (V ≃ₗᵢ[ℂ] V)) :
    IsIrreducible D ↔
      ∃ c : ℝ, ∀ x v, transitionWeight D x v = c * ‖x‖ ^ 2 * ‖v‖ ^ 2 := by
  refine ⟨fun hD => ⟨_, transitionWeight_of_irreducible D hD⟩, ?_⟩
  rintro ⟨c, h⟩
  rw [irreducible_iff_connected]
  intro x v hx hv
  by_contra hcon
  have h0 : ∀ g, inner ℂ x (D g v) = 0 := fun g =>
    by_contra fun hg => hcon ⟨g, hg⟩
  have hz : c * ‖x‖ ^ 2 * ‖v‖ ^ 2 = 0 := by
    rw [← h x v]
    simp [transitionWeight, h0]
  have hx' : ‖x‖ ^ 2 ≠ 0 := pow_ne_zero 2 (norm_ne_zero_iff.mpr hx)
  have hv' : ‖v‖ ^ 2 ≠ 0 := pow_ne_zero 2 (norm_ne_zero_iff.mpr hv)
  have hc0 : c = 0 :=
    ((mul_eq_zero.mp hz).resolve_right hv' |> mul_eq_zero.mp).resolve_right hx'
  -- the sum rule excludes a vanishing constant
  have hs := isotropy_constant D v (c * ‖v‖ ^ 2) (fun y => by rw [h y v]; ring)
  rw [hc0, zero_mul, mul_zero] at hs
  have hG : (Fintype.card G : ℝ) ≠ 0 := by exact_mod_cast Fintype.card_ne_zero
  exact mul_ne_zero hG hv' hs.symm
```

The criterion with its explicit constant combines the two directions. The quotient in the code is a division of real numbers.

```lean
/-- A unitary representation of a finite group on a nonzero space of finite dimension `n`
is irreducible exactly when the squared matrix elements between any `x` and `v`, summed
over the group, give `(card G / n) ‖x‖² ‖v‖²`. -/
theorem irreducible_iff_sum_sq [Nontrivial V] (D : G →* (V ≃ₗᵢ[ℂ] V)) :
    IsIrreducible D ↔ ∀ x v : V,
      ∑ g, ‖inner ℂ x (D g v)‖ ^ 2
        = Fintype.card G / finrank ℂ V * ‖x‖ ^ 2 * ‖v‖ ^ 2 :=
  ⟨fun hD x v => transitionWeight_of_irreducible D hD x v,
    fun h => (irreducible_iff_isotropic D).mpr ⟨_, h⟩⟩
```

For a level of finite degeneracy and a finite point group, failure of the equality for one pair \(x,v\) shows that the level is reducible under that group.

## The doublet of an equilateral triangle

Let \(C_{3v}\) act on \(\mathbb C^2\) by three rotations and three reflections, so \(|G|/n=3\). For \(x=v=(1,0)\), the rotations give \(1+\tfrac14+\tfrac14\) and the reflections the same, in total \(3\).

Now take \(v=(1,i)/\sqrt2\) and \(x=(1,-i)/\sqrt2\). Rotations only multiply \(v\) by a phase and contribute \(0\); each reflection turns \(v\) into \(x\) up to a phase and contributes \(1\). The total is again \(3\). With the rotations alone, the sum is \(0\) instead of \(\tfrac32\), so the doublet is reducible under \(C_3\). This alone does not mean that the two energies separate: for a spinless electron, time-reversal symmetry can keep them equal.

## A guaranteed overlap

In an irreducible representation, some \(g\) satisfies
\[
|\langle x,D(g)v\rangle|^2\ge\frac{\|x\|^2\|v\|^2}{n}.
\]
If all \(|G|\) terms were smaller, their sum would fall below the value just established. For unit vectors the bound is \(1/n\).

```lean
/-- In an irreducible representation on a nonzero space of finite dimension `n`, some
group element brings `v` to a squared overlap with `x` of at least `‖x‖² ‖v‖² / n`. -/
theorem exists_large_overlap [Nontrivial V] (D : G →* (V ≃ₗᵢ[ℂ] V))
    (hD : IsIrreducible D) (x v : V) :
    ∃ g, ‖x‖ ^ 2 * ‖v‖ ^ 2 / finrank ℂ V ≤ ‖inner ℂ x (D g v)‖ ^ 2 := by
  by_contra hcon
  -- otherwise the average over the group would be too small
  have hlt : ∑ g, ‖inner ℂ x (D g v)‖ ^ 2
      < ∑ _g : G, ‖x‖ ^ 2 * ‖v‖ ^ 2 / (finrank ℂ V : ℝ) :=
    Finset.sum_lt_sum_of_nonempty Finset.univ_nonempty
      fun g _ => lt_of_not_ge fun hg => hcon ⟨g, hg⟩
  rw [(irreducible_iff_sum_sq D).mp hD x v, Finset.sum_const, Finset.card_univ,
    nsmul_eq_mul] at hlt
  exact hlt.ne (by ring)

end

end OrbitOverlapCriterion
```

```lean
#print axioms OrbitOverlapCriterion.irreducible_iff_sum_sq
-- 'OrbitOverlapCriterion.irreducible_iff_sum_sq' depends on axioms: [propext, Classical.choice, Quot.sound]
#print axioms OrbitOverlapCriterion.exists_large_overlap
-- 'OrbitOverlapCriterion.exists_large_overlap' depends on axioms: [propext, Classical.choice, Quot.sound]
```
